# For a bounded quantum defect continuous at threshold, n³-scaled Rydberg shifts tend to −μ(0)

Let μ be a bounded real function of energy, continuous at the ionisation threshold E = 0, and let the levels satisfy, for all sufficiently large n,

E_n = −1 / (2(n − μ(E_n))²).

Then, as n → ∞,

n³ (E_n + 1/(2n²)) → −μ(0).

The high levels, together with their labels n, therefore fix the threshold quantum defect μ(0). Under the same hypotheses the level spacing obeys n³(E_{n+1} − E_n) → 1, whatever the value of μ(0).

## Extracting a defect from computed levels

A highly excited electron in a neutral atom spends most of its time outside the ionic core, where it sees the potential −1/r of a single positive charge. The core shifts each level away from its hydrogenic position −1/(2n²), and the quantum defect μ expresses that shift as a change in the effective quantum number, n − μ. Energies are in atomic units and measured from the ionisation threshold.

For a single unperturbed series, the scaled shifts of computed excited-state energies give estimates of −μ(0). Another route is to solve the Rydberg formula for μ at each level and extrapolate those values to threshold. Two numerical points matter in choosing between them:

- An error in E_n, including one from the threshold energy used as its zero, is multiplied by n³ in the scaled shift. Solving for μ does not avoid this: a small error in E_n is multiplied there by about (n − μ)³.
- Convergence in n can be slow. For a constant defect of 3, the scaled shift at n = 30 is still about 17% too large in magnitude, by the exact identity below. Solving the formula for μ gives 3 at every n > 3 in this case.

## From the exact shift to the limit

Write δ for the defect at one level, with n ≠ 0 and n ≠ δ. Over a common denominator,

−1/(2(n − δ)²) + 1/(2n²) = ((n − δ)² − n²) / (2n²(n − δ)²) = (δ² − 2nδ) / (2n²(n − δ)²).

Multiplying by n³ and dividing numerator and denominator by n² gives

n³ (−1/(2(n − δ)²) + 1/(2n²)) = −δ (1 − δ/(2n)) / (1 − δ/n)².

Now put δ = μ(E_n), with |μ| ≤ B. Since n − μ(E_n) ≥ n − B, the effective quantum number grows without bound, so E_n → 0. Continuity at 0 gives μ(E_n) → μ(0), hence μ(E_n)/n → 0. The right-hand side of the identity then tends to −μ(0).

For the spacing, let s_n = n³(E_n + 1/(2n²)) and r = n/(n + 1). Substituting E_n = s_n/n³ − 1/(2n²), and the same expression at n + 1, gives

n³ (E_{n+1} − E_n) = r³ s_{n+1} − s_n + r(1 + r)/2.

As r → 1, the first two terms cancel in the limit and the last tends to 1.

The level equation is implicit, so it needs a solution. Let μ be continuous everywhere with |μ| ≤ B, and let n > B. Consider the function

f(ν) = ν + μ(−1/(2ν²)), for n − B ≤ ν ≤ n + B.

It is continuous because ν > 0, and f(n − B) ≤ n ≤ f(n + B). By the intermediate value theorem some ν satisfies f(ν) = n, and E = −1/(2ν²) is then a negative solution.

Without a bound on μ the limit can fail. Take μ(x) = 0 for x ≥ −1/4 and, for x < −1/4,

μ(x) = √(−2x) − 1 − 1/√(−2x).

At E_n = −(n + 1)²/2 this gives μ(E_n) = n − 1/(n + 1). The effective quantum number is 1/(n + 1), and the level equation holds. For n ≥ 1, however,

E_n + 1/(2n²) ≤ −2 + 1/2 < −1,

so the scaled shifts stay below −1, while −μ(0) = 0.

## The Lean source

```lean
import Mathlib

open Filter Topology Set

namespace RydbergThresholdDefect

noncomputable section

/-- The Rydberg formula in atomic units, `-1 / (2 (n - δ)²)`, for quantum defect `δ ≠ n`. -/
def rydbergLevel (n δ : ℝ) : ℝ := -1 / (2 * (n - δ) ^ 2)

/-- The energies `E n` solve the Rydberg formula with the energy-dependent quantum defect `μ`,
taken at the level itself, for all sufficiently large `n`. -/
def IsRydbergSeries (μ : ℝ → ℝ) (E : ℕ → ℝ) : Prop :=
  ∀ᶠ n : ℕ in atTop, E n = rydbergLevel n (μ (E n))

/-- The shift of a level from its hydrogenic position, multiplied by `n³`, is an explicit
function of `δ` and `δ / n`, for `n ≠ 0` and `n ≠ δ`. -/
theorem scaled_shift {n δ : ℝ} (hn : n ≠ 0) (h : n ≠ δ) :
    n ^ 3 * (rydbergLevel n δ + 1 / (2 * n ^ 2))
      = -δ * (1 - δ / n / 2) / (1 - δ / n) ^ 2 := by
  have h' : n - δ ≠ 0 := sub_ne_zero.mpr h
  have e : 1 - δ / n = (n - δ) / n := by field_simp
  rw [e]
  unfold rydbergLevel
  field_simp
  ring

/-- For a continuous quantum defect bounded by `B`, the implicit Rydberg equation has a
solution of negative energy for every `n > B`. -/
theorem exists_level {μ : ℝ → ℝ} {B n : ℝ} (hc : Continuous μ) (hB : ∀ x, |μ x| ≤ B)
    (hn : B < n) : ∃ E : ℝ, E < 0 ∧ E = rydbergLevel n (μ E) := by
  have hB0 : 0 ≤ B := (abs_nonneg _).trans (hB 0)
  -- solve for the effective quantum number `ν = n - μ`
  have h1 : ContinuousOn (fun ν : ℝ => -1 / (2 * ν ^ 2)) (Icc (n - B) (n + B)) := by
    refine ContinuousOn.div continuousOn_const (by fun_prop) ?_
    intro ν hν
    have hpos : 0 < ν := by linarith [hν.1]
    positivity
  have h2 : ContinuousOn (fun ν : ℝ => ν + μ (-1 / (2 * ν ^ 2))) (Icc (n - B) (n + B)) :=
    continuousOn_id.add (hc.comp_continuousOn h1)
  have lo : (n - B) + μ (-1 / (2 * (n - B) ^ 2)) ≤ n := by
    linarith [(abs_le.mp (hB (-1 / (2 * (n - B) ^ 2)))).2]
  have hi : n ≤ (n + B) + μ (-1 / (2 * (n + B) ^ 2)) := by
    linarith [(abs_le.mp (hB (-1 / (2 * (n + B) ^ 2)))).1]
  obtain ⟨ν, hν, he⟩ := intermediate_value_Icc (by linarith) h2 ⟨lo, hi⟩
  have he' : ν + μ (-1 / (2 * ν ^ 2)) = n := he
  have hpos : 0 < ν := by linarith [hν.1]
  refine ⟨-1 / (2 * ν ^ 2), div_neg_of_neg_of_pos (by norm_num) (by positivity), ?_⟩
  have e : n - μ (-1 / (2 * ν ^ 2)) = ν := by linarith
  unfold rydbergLevel
  rw [e]

/-- With a bounded quantum defect, the levels of a Rydberg series converge to the
ionisation threshold at energy zero. -/
theorem levels_tendsto_threshold {μ : ℝ → ℝ} {E : ℕ → ℝ} {B : ℝ} (hB : ∀ x, |μ x| ≤ B)
    (hE : IsRydbergSeries μ E) : Tendsto E atTop (𝓝 0) := by
  unfold IsRydbergSeries at hE
  -- the effective quantum number grows without bound
  have hd : Tendsto (fun n : ℕ => (n : ℝ) - μ (E n)) atTop atTop := by
    refine tendsto_atTop_mono (fun n => ?_)
      (tendsto_atTop_add_const_right atTop (-B) (tendsto_natCast_atTop_atTop (R := ℝ)))
    linarith [(abs_le.mp (hB (E n))).2]
  have hsq : Tendsto (fun n : ℕ => 2 * ((n : ℝ) - μ (E n)) ^ 2) atTop atTop :=
    ((tendsto_pow_atTop two_ne_zero).comp hd).const_mul_atTop (by norm_num)
  have h : Tendsto (fun n : ℕ => -1 / (2 * ((n : ℝ) - μ (E n)) ^ 2)) atTop (𝓝 0) :=
    hsq.const_div_atTop (-1)
  refine h.congr' ?_
  filter_upwards [hE] with n hn
  exact hn.symm

/-- For a bounded quantum defect continuous at threshold, the shifts of the levels from their
hydrogenic positions, multiplied by `n³`, converge to minus the threshold quantum defect. -/
theorem scaled_shift_tendsto {μ : ℝ → ℝ} {E : ℕ → ℝ} {B : ℝ} (hB : ∀ x, |μ x| ≤ B)
    (hμ : ContinuousAt μ 0) (hE : IsRydbergSeries μ E) :
    Tendsto (fun n : ℕ => (n : ℝ) ^ 3 * (E n + 1 / (2 * (n : ℝ) ^ 2))) atTop
      (𝓝 (-μ 0)) := by
  have hδ : Tendsto (fun n : ℕ => μ (E n)) atTop (𝓝 (μ 0)) :=
    hμ.tendsto.comp (levels_tendsto_threshold hB hE)
  have hq : Tendsto (fun n : ℕ => μ (E n) / (n : ℝ)) atTop (𝓝 0) :=
    hδ.div_atTop tendsto_natCast_atTop_atTop
  have h : Tendsto (fun n : ℕ => -μ (E n) * (1 - μ (E n) / (n : ℝ) / 2)
      / (1 - μ (E n) / (n : ℝ)) ^ 2) atTop (𝓝 (-μ 0 * (1 - 0 / 2) / (1 - 0) ^ 2)) :=
    (hδ.neg.mul (tendsto_const_nhds.sub (hq.div_const 2))).div
      ((tendsto_const_nhds.sub hq).pow 2) (by norm_num)
  have e : -μ 0 * (1 - 0 / 2) / (1 - 0) ^ 2 = -μ 0 := by norm_num
  rw [e] at h
  unfold IsRydbergSeries at hE
  refine h.congr' ?_
  -- at large `n` the exact identity applies
  filter_upwards [hE, eventually_gt_atTop 0,
    (tendsto_natCast_atTop_atTop (R := ℝ)).eventually_gt_atTop B] with n hn h0 hBn
  have hne : (n : ℝ) ≠ μ (E n) := by
    have := (abs_le.mp (hB (E n))).2
    exact ne_of_gt (by linarith)
  have hs := scaled_shift (Nat.cast_ne_zero.mpr h0.ne') hne
  rw [← hn] at hs
  exact hs.symm

/-- Two bounded quantum defects, continuous at threshold, that reproduce the same high Rydberg
levels with the same labels `n` have the same threshold value. -/
theorem threshold_defect_unique {μ₁ μ₂ : ℝ → ℝ} {E : ℕ → ℝ} {B₁ B₂ : ℝ}
    (hB₁ : ∀ x, |μ₁ x| ≤ B₁) (hB₂ : ∀ x, |μ₂ x| ≤ B₂)
    (h₁ : ContinuousAt μ₁ 0) (h₂ : ContinuousAt μ₂ 0)
    (hE₁ : IsRydbergSeries μ₁ E) (hE₂ : IsRydbergSeries μ₂ E) : μ₁ 0 = μ₂ 0 :=
  neg_injective (tendsto_nhds_unique (scaled_shift_tendsto hB₁ h₁ hE₁)
    (scaled_shift_tendsto hB₂ h₂ hE₂))

/-- For a bounded quantum defect continuous at threshold, the spacing of adjacent levels
multiplied by `n³` converges to one. -/
theorem scaled_spacing_tendsto {μ : ℝ → ℝ} {E : ℕ → ℝ} {B : ℝ} (hB : ∀ x, |μ x| ≤ B)
    (hμ : ContinuousAt μ 0) (hE : IsRydbergSeries μ E) :
    Tendsto (fun n : ℕ => (n : ℝ) ^ 3 * (E (n + 1) - E n)) atTop (𝓝 1) := by
  have ha := scaled_shift_tendsto hB hμ hE
  have hb := (tendsto_add_atTop_iff_nat 1).mpr ha
  have hr := tendsto_natCast_div_add_atTop (1 : ℝ)
  -- the defect contributions of neighbouring levels cancel in the limit
  have h := (((hr.pow 3).mul hb).sub ha).add ((hr.mul (hr.const_add 1)).div_const 2)
  have e : (1 : ℝ) ^ 3 * -μ 0 - -μ 0 + 1 * (1 + 1) / 2 = 1 := by ring
  rw [e] at h
  refine h.congr' ?_
  filter_upwards [eventually_gt_atTop 0] with n h0
  have hn : (n : ℝ) ≠ 0 := Nat.cast_ne_zero.mpr h0.ne'
  have hn1 : (n : ℝ) + 1 ≠ 0 := by positivity
  push_cast
  field_simp
  ring

/-- A quantum defect that vanishes for energies from `-1/4` upwards and is unbounded at
large negative energy. -/
def runawayDefect (x : ℝ) : ℝ :=
  if x < -1 / 4 then Real.sqrt (-2 * x) - 1 - 1 / Real.sqrt (-2 * x) else 0

/-- Boundedness cannot be dropped: `runawayDefect` is continuous at threshold and admits the
series `E n = -(n + 1)² / 2`, whose scaled shifts do not converge to minus its threshold value. -/
theorem boundedness_needed :
    ContinuousAt runawayDefect 0 ∧
    IsRydbergSeries runawayDefect (fun n => -((n : ℝ) + 1) ^ 2 / 2) ∧
    ¬ Tendsto (fun n : ℕ => (n : ℝ) ^ 3 * (-((n : ℝ) + 1) ^ 2 / 2 + 1 / (2 * (n : ℝ) ^ 2)))
      atTop (𝓝 (-runawayDefect 0)) := by
  refine ⟨?_, Eventually.of_forall fun n => ?_, fun h => ?_⟩
  · have h : (fun _ : ℝ => (0 : ℝ)) =ᶠ[𝓝 0] runawayDefect := by
      filter_upwards [lt_mem_nhds (show (-1 / 4 : ℝ) < 0 by norm_num)] with x hx
      exact (if_neg (not_lt_of_ge (le_of_lt hx))).symm
    exact continuousAt_const.congr h
  · have hn : (0 : ℝ) ≤ n := Nat.cast_nonneg n
    have hs : Real.sqrt (-2 * (-((n : ℝ) + 1) ^ 2 / 2)) = n + 1 := by
      rw [show -2 * (-((n : ℝ) + 1) ^ 2 / 2) = ((n : ℝ) + 1) ^ 2 by ring]
      exact Real.sqrt_sq (by positivity)
    have hd : runawayDefect (-((n : ℝ) + 1) ^ 2 / 2) = n - 1 / ((n : ℝ) + 1) := by
      unfold runawayDefect
      rw [if_pos (by nlinarith), hs]
      ring
    show -((n : ℝ) + 1) ^ 2 / 2 = rydbergLevel n (runawayDefect (-((n : ℝ) + 1) ^ 2 / 2))
    rw [hd]
    unfold rydbergLevel
    rw [sub_sub_cancel]
    field_simp
  · have h0 : runawayDefect 0 = 0 := if_neg (by norm_num)
    rw [h0, neg_zero] at h
    -- the scaled shifts stay below `-1`, so they cannot tend to zero
    have hle : (0 : ℝ) ≤ -1 := by
      refine le_of_tendsto h ?_
      filter_upwards [eventually_ge_atTop 1] with n hn
      have hx : (1 : ℝ) ≤ n := by exact_mod_cast hn
      have h1 : 1 / (2 * (n : ℝ) ^ 2) ≤ 1 / 2 := by
        rw [div_le_div_iff₀ (by positivity) (by norm_num)]
        nlinarith
      have h2 : -((n : ℝ) + 1) ^ 2 / 2 + 1 / (2 * (n : ℝ) ^ 2) ≤ -1 := by nlinarith
      have h3 : (1 : ℝ) ≤ (n : ℝ) ^ 3 := one_le_pow₀ hx
      nlinarith [mul_nonneg (sub_nonneg.mpr h3) (sub_nonneg.mpr h2)]
    linarith

end

end RydbergThresholdDefect
```

```lean
#print axioms RydbergThresholdDefect.exists_level
#print axioms RydbergThresholdDefect.threshold_defect_unique
#print axioms RydbergThresholdDefect.scaled_spacing_tendsto
#print axioms RydbergThresholdDefect.boundedness_needed
```

```
'RydbergThresholdDefect.exists_level' depends on axioms: [propext, Classical.choice, Quot.sound]
'RydbergThresholdDefect.threshold_defect_unique' depends on axioms: [propext, Classical.choice, Quot.sound]
'RydbergThresholdDefect.scaled_spacing_tendsto' depends on axioms: [propext, Classical.choice, Quot.sound]
'RydbergThresholdDefect.boundedness_needed' depends on axioms: [propext, Classical.choice, Quot.sound]
```

## Reading the definitions and theorems

`rydbergLevel n δ` is the Rydberg formula for real n and δ. `IsRydbergSeries μ E` says that the sequence `E : ℕ → ℝ` satisfies the implicit equation from some n onwards; `∀ᶠ n in atTop` means "for all sufficiently large n". Low levels are unrestricted. The index `n` is the principal quantum number used in the formula, not a count of roots returned by a solver: moving every label up by one raises the defect by one.

In `scaled_shift_tendsto`, `hB` is the bound |μ(x)| ≤ B, `hμ` is continuity at threshold, and `hE` is the level equation. The conclusion, `Tendsto … atTop (𝓝 (-μ 0))`, is the stated limit. The bound is required at every real x, which a non-constant polynomial in the energy does not satisfy. If the levels all lie in some interval [−c, c] with c > 0, however, such a μ can be set to zero outside that interval. This changes neither the level equation nor μ near 0, and the theorem then applies. `threshold_defect_unique` takes two such defects and one energy sequence with the same labels, and concludes that `μ₁ 0 = μ₂ 0`. It says nothing about their agreement at other energies.

`exists_level` provides at least one negative solution for each real n > B, without claiming that it is the only one. Choosing a solution for each integer n > B gives a series to which the limit applies.

## How the Lean proofs carry out the derivation

`scaled_shift` is the exact identity. It rewrites 1 − δ/n as (n − δ)/n, after which `field_simp` clears denominators and `ring` checks the polynomial equality.

`levels_tendsto_threshold` compares n − μ(E_n) with n − B to show that it diverges, then passes through the square and the reciprocal. The equation for E_n holds only eventually, so `congr'` transfers the limit to `E`.

`scaled_shift_tendsto` composes continuity with E_n → 0, assembles the limit of the right-hand side of the identity, and uses `filter_upwards` to restrict to n that are positive, larger than B and late enough for the level equation. There n ≠ μ(E_n), so the identity applies.

`threshold_defect_unique` is uniqueness of limits. `scaled_spacing_tendsto` combines the limits of s_{n+1}, s_n and r as in the spacing formula above. `exists_level` applies `intermediate_value_Icc` to f. `boundedness_needed` checks the three properties of `runawayDefect` in turn: continuity at 0, the level equation, and failure of the limit, where scaled shifts below −1 would force 0 ≤ −1.

## What remains to be established for a real atom

The level equation is a hypothesis. It stands for the physical assumption that the effect of the core on one channel can be summarised by a single function of energy. Whether a given atom's levels obey it with a bounded μ continuous at threshold is a separate question, which these theorems do not address. A fit to finitely many levels can support the assumption but cannot prove it. Series perturbed by another channel may need several coupled defects, and a positive ion, whose excited electron sees a core charge greater than one, needs a rescaled formula.

The theorems give limits without a rate. With an energy-dependent μ, the error at finite n also depends on how quickly μ(E_n) approaches μ(0), and continuity alone sets no speed for that.

The role of the bound is to bring the levels to threshold. The counter-example shows that continuity at 0 together with the level equation does not ensure this, even when μ vanishes throughout a neighbourhood of 0. It is a mathematical example and not an atomic spectrum, since its energies fall without limit. Its defect jumps at −1/4 and grows without limit at large negative energy. For a fitting code, the corresponding check is that the levels assigned to a series do approach the ionisation limit.
